# The resolvent identity for the static RPA response at two coupling strengths

In a finite basis, the static RPA response at coupling s is the real matrix R(s) = (P⁻¹ + sV)⁻¹, where P is the noninteracting response, with the sign that makes it positive, and V is the interaction. The theorem `response_sub` says that R(s) − R(t) = (t − s) R(s) V R(t) for any two nonnegative couplings, when P is positive definite and V is positive semidefinite. These assumptions make both inverse responses positive definite, hence invertible. The proof uses this to insert P⁻¹ + tV next to R(t) in the first term and P⁻¹ + sV next to R(s) in the second, then factors the difference and is left with (t − s)V in the middle.

An attempt in Lean 4 with a fault in it:

```lean
import Mathlib

open Matrix

namespace ResponseSub

variable {n : Type*} [Fintype n] [DecidableEq n] {P V : Matrix n n ℝ} {s t : ℝ}

/-- The static RPA response (with the sign that makes it positive) at coupling `s`, for the
noninteracting response `P` and the interaction `V`. Its domain is where `P` and `P⁻¹ + s V`
are invertible. -/
noncomputable def response (P V : Matrix n n ℝ) (s : ℝ) : Matrix n n ℝ :=
  (P⁻¹ + s • V)⁻¹

/-- For positive definite `P`, positive semidefinite `V` and `s ≥ 0`, the inverse response
`P⁻¹ + s V` is positive definite. -/
theorem inverse_response_posDef (hP : P.PosDef) (hV : V.PosSemidef) (hs : 0 ≤ s) :
    (P⁻¹ + s • V).PosDef :=
  hP.inv.add_posSemidef (hV.smul hs)

/-- The responses at two nonnegative couplings differ by `(t - s) R(s) V R(t)`, for positive
definite `P` and positive semidefinite `V`. -/
theorem response_sub (hP : P.PosDef) (hV : V.PosSemidef) (hs : 0 ≤ s) (ht : 0 ≤ t) :
    response P V s - response P V t
      = (t - s) • (response P V s * V * response P V t) := by
  have hA : response P V s * (P⁻¹ + s • V) = 1 :=
    Matrix.nonsing_inv_mul _ ((Matrix.isUnit_iff_isUnit_det _).mp
      (inverse_response_posDef hP hV hs).isUnit)
  have hB : (P⁻¹ + t • V) * response P V t = 1 :=
    Matrix.mul_nonsing_inv _ ((Matrix.isUnit_iff_isUnit_det _).mp
      (inverse_response_posDef hP hV ht).isUnit)
  have hK : (P⁻¹ + t • V) - (P⁻¹ + s • V) = (t - s) • V := by module
  calc response P V s - response P V t
      = response P V s * ((P⁻¹ + t • V) * response P V t)
        - (response P V s * (P⁻¹ + s • V)) * response P V t := by
        rw [hA, hB, mul_one, one_mul]
    _ = response P V s * ((P⁻¹ + t • V) - (P⁻¹ + s • V)) * response P V t := by
        rw [mul_sub, sub_mul, mul_assoc, mul_assoc, mul_assoc]
    _ = (t - s) • (response P V s * V * response P V t) := by
        rw [hK, Matrix.mul_smul, Matrix.smul_mul]

end ResponseSub
```

The compiler's answer:

```
Main.lean:38:52: error: Tactic `rewrite` failed: Did not find an occurrence of the pattern
  ?a * ?b * ?c
in the target expression
  response P V s * ((P⁻¹ + t • V) * response P V t) - response P V s * ((P⁻¹ + s • V) * response P V t) =
    response P V s * ((P⁻¹ + t • V) * response P V t) - response P V s * ((P⁻¹ + s • V) * response P V t)

n : Type u_1
inst✝¹ : Fintype n
inst✝ : DecidableEq n
P V : Matrix n n ℝ
s t : ℝ
hP : P.PosDef
hV : V.PosSemidef
hs : 0 ≤ s
ht : 0 ≤ t
hA : response P V s * (P⁻¹ + s • V) = 1
hB : (P⁻¹ + t • V) * response P V t = 1
hK : P⁻¹ + t • V - (P⁻¹ + s • V) = (t - s) • V
⊢ response P V s * ((P⁻¹ + t • V) * response P V t) - response P V s * ((P⁻¹ + s • V) * response P V t) =
    response P V s * ((P⁻¹ + t • V) * response P V t) - response P V s * ((P⁻¹ + s • V) * response P V t)
```

Diagnosis. The error is at the third `mul_assoc` in the second step of the `calc` block, where Lean finds no product of the form `?a * ?b * ?c`, bracketed to the left, to rewrite. After `mul_sub` and `sub_mul` the goal has three such products, but two of them are the same: `response P V s * (P⁻¹ + s • V) * response P V t` stands on both sides of the equation. A rewrite with `mul_assoc` fixes `?a`, `?b` and `?c` at its first match and then changes every copy of that product, so one rewrite deals with both copies and another with the remaining product.

Two rewrites are therefore enough, and the goal in the message already has identical sides. `rw` tries to close the goal by `rfl` only after its whole list has run, so the third rewrite was still attempted, and failed. The diff removes it, and the closing `rfl` then proves the step.

Lean accepts the file once it reads:

```diff
@@ -36,5 +36,5 @@
         rw [hA, hB, mul_one, one_mul]
     _ = response P V s * ((P⁻¹ + t • V) - (P⁻¹ + s • V)) * response P V t := by
-        rw [mul_sub, sub_mul, mul_assoc, mul_assoc, mul_assoc]
+        rw [mul_sub, sub_mul, mul_assoc, mul_assoc]
     _ = (t - s) • (response P V s * V * response P V t) := by
         rw [hK, Matrix.mul_smul, Matrix.smul_mul]
```
